# The number of occupied states is constant for a continuous family of projectors over a connected momentum space

At each point `k` of a preconnected space `K`, the occupied states of a finite-dimensional model are described by a complex matrix `P k` with `P k * P k = P k`, not assumed Hermitian. The theorem `trace_constant` says that if `P` is continuous, its trace, which counts the occupied states, is the same at any two points. The proof takes from `exists_frame` that each trace is a natural number `N k`. It then shows that `N` is continuous, by viewing its values as real numbers and comparing them with the real part of the trace, and concludes that `N` is constant because `K` is preconnected.

Lean 4 with Mathlib refuses this proof:

```lean
import Mathlib

open Matrix

namespace TraceConstant

noncomputable section

variable {l m n K : Type*}

/-- An idempotent matrix `P` has a frame `B` of occupied states and a dual frame `C`,
with `B C = P` and `C B = 1`. -/
theorem exists_frame [Fintype n] [DecidableEq n] (P : Matrix n n ℂ) (hP : P * P = P) :
    ∃ (r : ℕ) (B : Matrix n (Fin r) ℂ) (C : Matrix (Fin r) n ℂ), B * C = P ∧ C * B = 1 := by
  let f := Matrix.toLin' P
  have hf : ∀ v, f (f v) = f v := by
    intro v
    simp only [f, Matrix.toLin'_apply, Matrix.mulVec_mulVec, hP]
  -- a basis of the occupied space, the range of `P`
  let b := Module.finBasis ℂ (LinearMap.range f)
  let e := Pi.basisFun ℂ n
  refine ⟨_, LinearMap.toMatrix b e (LinearMap.range f).subtype,
    LinearMap.toMatrix e b f.rangeRestrict, ?_, ?_⟩
  · have h : (LinearMap.range f).subtype ∘ₗ f.rangeRestrict = f := LinearMap.ext fun _ => rfl
    rw [← LinearMap.toMatrix_comp e b e, h, LinearMap.toMatrix_eq_toMatrix',
      LinearMap.toMatrix'_toLin']
  · have h : f.rangeRestrict ∘ₗ (LinearMap.range f).subtype = LinearMap.id := by
      apply LinearMap.ext
      rintro ⟨_, v, rfl⟩
      exact Subtype.ext (hf v)
    rw [← LinearMap.toMatrix_comp b e b, h, LinearMap.toMatrix_id]

/-- The filling of a continuous family of idempotents is the same at all points of a
connected momentum space. -/
theorem trace_constant [Fintype n] [DecidableEq n] [TopologicalSpace K] [PreconnectedSpace K]
    (P : K → Matrix n n ℂ) (hc : Continuous P) (hP : ∀ k, P k * P k = P k) (k q : K) :
    (P k).trace = (P q).trace := by
  have hN : ∀ k, ∃ r : ℕ, (P k).trace = r := by
    intro k
    obtain ⟨r, B, C, hBC, hCB⟩ := exists_frame (P k) (hP k)
    exact ⟨r, by rw [← hBC, Matrix.trace_mul_comm, hCB, Matrix.trace_one, Fintype.card_fin]⟩
  choose N hN using hN
  -- a continuous function with natural-number values cannot jump
  have hcN : Continuous N := by
    rw [Nat.isClosedEmbedding_coe_real.isEmbedding.continuous_iff]
    have h : (fun k => ((N k : ℕ) : ℝ)) = fun k => (P k).trace.re := by
      funext k
      rw [hN k, Complex.natCast_re]
    exact h ▸ Complex.continuous_re.comp hc.matrix_trace
  rw [hN k, hN q, PreconnectedSpace.constant inferInstance hcN (x := k) (y := q)]

end

end TraceConstant
```

The compiler's answer:

```
Main.lean:49:10: error: invalid `▸` notation, expected result type of cast is 
  Continuous (Nat.cast ∘ N)
however, the equality 
  h
of type 
  (fun k => ↑(N k)) = fun k => (P k).trace.re
does not contain the expected result type on either the left or the right hand side
```

Fix (accepted with no message):

```diff
@@ -44,8 +44,10 @@
   have hcN : Continuous N := by
     rw [Nat.isClosedEmbedding_coe_real.isEmbedding.continuous_iff]
-    have h : (fun k => ((N k : ℕ) : ℝ)) = fun k => (P k).trace.re := by
+    have h : (Nat.cast ∘ N : K → ℝ) = fun k => (P k).trace.re := by
       funext k
+      change (N k : ℝ) = (P k).trace.re
       rw [hN k, Complex.natCast_re]
-    exact h ▸ Complex.continuous_re.comp hc.matrix_trace
+    rw [h]
+    exact Complex.continuous_re.comp hc.matrix_trace
   rw [hN k, hN q, PreconnectedSpace.constant inferInstance hcN (x := k) (y := q)]
 
```

The error is about the form of a function, not about continuity. After the first `rw`, the goal is `Continuous (Nat.cast ∘ N)`, with the function written as a composition. The left side of `h` is the same function written as `fun k => ↑(N k)`. The two are equal by definition, but `▸` looks for one side of `h` inside the expected type and does not unfold `∘` to find it. The right side does not occur there either, so Lean rejects the cast.

The repair states `h` with `Nat.cast ∘ N` on the left, exactly as in the goal. Then `rw [h]` turns the goal into continuity of `fun k => (P k).trace.re`, which the old composition argument proves. Inside the proof of `h`, the new `change` line writes the composition applied to `k` as `(N k : ℝ)`, so that after the two rewrites both sides read the same.
